# Fundamentals, first overtones and binary combinations from a quadratic term formula with symmetric anharmonicity constants

## Do the band positions follow from the term formula alone?

The infrared spectrum of a polyatomic molecule usually shows weak bands near twice a fundamental and near the sum of two fundamentals. They are not exactly there, because the vibrations are anharmonic. For a molecule without degenerate modes or resonances I would describe the vibrational levels by

$$E(n)=\sum_r \omega_r\left(n_r+\tfrac12\right)+\sum_{r\le s}x_{rs}\left(n_r+\tfrac12\right)\left(n_s+\tfrac12\right),$$

where $n_r$ is the number of quanta in mode $r$, $\omega_r$ its harmonic wavenumber, and $x_{rs}=x_{sr}$ are the anharmonicity constants. The band positions measured from the ground state should then be

$$\nu_r=\omega_r+2x_{rr}+\tfrac12\sum_{s\ne r}x_{rs}$$

for the fundamental, $2\nu_r+2x_{rr}$ for the first overtone, and $\nu_r+\nu_s+x_{rs}$ for the combination of two different modes.

The factors of two and one half depend on how pairs are counted, and I would like to see them settled by a rigorous, machine-checked proof for any finite number of modes. I would also like to know whether these bands fix all the constants.

## They do, and the bands determine the constants

It is enough to know what one additional quantum costs in an arbitrary state. All three formulas are then special cases.

### The cost of one more quantum

Write $a_r=n_r+\tfrac12$. The restriction $r\le s$ is awkward when one variable changes, so remove it first. Since $x$ is symmetric, the terms with $r\le s$ and those with $s\le r$ have the same sum. Together they cover every off-diagonal term of the full double sum once and the diagonal twice. Hence

$$\sum_{r\le s}x_{rs}a_ra_s=\tfrac12\Big(\sum_{r,s}x_{rs}a_ra_s+\sum_r x_{rr}a_r^2\Big).$$

Now add one quantum to mode $r$, which replaces $a_i$ by $a_i+\delta_{ir}$. The full double sum grows by a row, a column and a corner:

$$\sum_j x_{rj}a_j+\sum_i x_{ir}a_i+x_{rr}=2\sum_s x_{rs}a_s+x_{rr}.$$

The diagonal sum grows by $x_{rr}\left((a_r+1)^2-a_r^2\right)=x_{rr}(2a_r+1)$. Half of the two changes together is

$$\sum_s x_{rs}a_s+x_{rr}(a_r+1)=x_{rr}(2a_r+1)+\sum_{s\ne r}x_{rs}a_s .$$

The harmonic part grows by $\omega_r$. With $2a_r+1=2n_r+2$, and with $e_r$ for the state that has one quantum in mode $r$ and none elsewhere,

$$E(n+e_r)-E(n)=\omega_r+x_{rr}(2n_r+2)+\sum_{s\ne r}x_{rs}\left(n_s+\tfrac12\right).$$

### From the ground state to the three kinds of band

At $n=0$ this is the fundamental, $\nu_r=\omega_r+2x_{rr}+\tfrac12\sum_{s\ne r}x_{rs}$. Subtracting it from the general expression gives the position of a hot band, a transition that starts from an already excited state:

$$E(n+e_r)-E(n)=\nu_r+2x_{rr}n_r+\sum_{s\ne r}x_{rs}n_s .$$

For the overtone, start from $n=e_r$. The second quantum costs $\nu_r+2x_{rr}$ and the first cost $\nu_r$, so the total is $2\nu_r+2x_{rr}$. For the combination, start from $n=e_s$ with $s\ne r$. The quantum in $r$ costs $\nu_r+x_{rs}$ and the one in $s$ cost $\nu_s$, so the total is $\nu_r+\nu_s+x_{rs}$.

These relations can be inverted. The overtone and the fundamental give $x_{rr}$, the combination and two fundamentals give $x_{rs}$, and the formula for $\nu_r$ then gives $\omega_r$. For $M$ modes there are $2M+M(M-1)/2$ bands and equally many independent constants.

### The Lean file

```lean
import Mathlib

open Finset

namespace VibrationalAnharmonicity

noncomputable section

variable {ι : Type*} [Fintype ι] [LinearOrder ι]

/-- The vibrational term energy with harmonic wavenumbers `ω` and anharmonicity constants `x`,
each pair of modes being counted once. -/
def termEnergy (ω : ι → ℝ) (x : ι → ι → ℝ) (n : ι → ℕ) : ℝ :=
  (∑ r, ω r * ((n r : ℝ) + 1 / 2)) +
    ∑ r, ∑ s with r ≤ s, x r s * ((n r : ℝ) + 1 / 2) * ((n s : ℝ) + 1 / 2)

/-- The energy of the state `n` above the vibrational ground state. -/
def excitation (ω : ι → ℝ) (x : ι → ι → ℝ) (n : ι → ℕ) : ℝ :=
  termEnergy ω x n - termEnergy ω x 0

/-- Raising one variable by one changes a linear form by the coefficient of that variable. -/
theorem linear_step (g a : ι → ℝ) (r : ι) :
    ∑ i, g i * (a i + if i = r then 1 else 0) = (∑ i, g i * a i) + g r := by
  simp [mul_add, Finset.sum_add_distrib]

/-- For symmetric constants the sum over pairs with `r ≤ s` is half the full double sum plus half
the diagonal sum. -/
theorem pair_sum {x : ι → ι → ℝ} (hx : ∀ r s, x r s = x s r) (a : ι → ℝ) :
    ∑ r, ∑ s with r ≤ s, x r s * a r * a s =
      1 / 2 * ((∑ r, ∑ s, x r s * a r * a s) + ∑ r, x r r * a r ^ 2) := by
  -- exchange the names of the two modes
  have hswap : (∑ r, ∑ s, if r ≤ s then x r s * a r * a s else 0) =
      ∑ r, ∑ s, if s ≤ r then x r s * a r * a s else 0 := by
    rw [Finset.sum_comm]
    refine Finset.sum_congr rfl fun r _ => Finset.sum_congr rfl fun s _ => ?_
    rw [hx s r]
    split_ifs <;> ring
  have hd : ∑ r, x r r * a r ^ 2 =
      ∑ r, ∑ s, if r = s then x r s * a r * a s else 0 := by
    refine Finset.sum_congr rfl fun r _ => ?_
    rw [Finset.sum_ite_eq, if_pos (Finset.mem_univ r)]
    ring
  -- the two triangles cover every pair once and the diagonal twice
  have hadd : (∑ r, ∑ s, if r ≤ s then x r s * a r * a s else 0) +
      (∑ r, ∑ s, if s ≤ r then x r s * a r * a s else 0) =
      (∑ r, ∑ s, x r s * a r * a s) + ∑ r, x r r * a r ^ 2 := by
    rw [hd]
    simp only [← Finset.sum_add_distrib]
    refine Finset.sum_congr rfl fun r _ => Finset.sum_congr rfl fun s _ => ?_
    rcases lt_trichotomy r s with h | h | h
    · simp [h.le, not_le_of_gt h, h.ne]
    · subst h; simp
    · simp [h.le, not_le_of_gt h, h.ne']
  simp only [Finset.sum_filter]
  linarith

/-- The change of the anharmonic pair sum when the variable of mode `r` is raised by one. -/
theorem pair_step {x : ι → ι → ℝ} (hx : ∀ r s, x r s = x s r) (a : ι → ℝ) (r : ι) :
    ∑ i, ∑ j with i ≤ j, x i j * (a i + if i = r then 1 else 0) *
        (a j + if j = r then 1 else 0) =
      (∑ i, ∑ j with i ≤ j, x i j * a i * a j) + (∑ s, x r s * a s) + x r r * (a r + 1) := by
  have h1 := pair_sum hx (fun i => a i + if i = r then 1 else 0)
  try beta_reduce at h1
  have h2 := pair_sum hx a
  have hrow : ∀ i, ∑ j, x i j * (a i + if i = r then 1 else 0) *
      (a j + if j = r then 1 else 0) =
      ((∑ j, x i j * a j) + x i r) * (a i + if i = r then 1 else 0) := by
    intro i
    rw [← linear_step (x i) a r, Finset.sum_mul]
    exact Finset.sum_congr rfl fun j _ => by ring
  have hcol : ∑ i, x i r * a i = ∑ s, x r s * a s :=
    Finset.sum_congr rfl fun i _ => by rw [hx i r]
  have hQ : ∑ i, (∑ j, x i j * a j) * a i = ∑ i, ∑ j, x i j * a i * a j := by
    refine Finset.sum_congr rfl fun i _ => ?_
    rw [Finset.sum_mul]
    exact Finset.sum_congr rfl fun j _ => by ring
  -- the full double sum changes by a row, an equal column and a diagonal entry
  have hD : ∑ i, ∑ j, x i j * (a i + if i = r then 1 else 0) *
      (a j + if j = r then 1 else 0) =
      (∑ i, ∑ j, x i j * a i * a j) + 2 * (∑ s, x r s * a s) + x r r := by
    rw [Finset.sum_congr rfl fun i _ => hrow i]
    refine (linear_step (fun i => (∑ j, x i j * a j) + x i r) a r).trans ?_
    simp only [add_mul, Finset.sum_add_distrib]
    linarith
  have hT : ∑ i, x i i * (a i + if i = r then 1 else 0) ^ 2 =
      (∑ i, x i i * a i ^ 2) + x r r * (2 * a r + 1) := by
    have h : ∀ i, x i i * (a i + if i = r then 1 else 0) ^ 2 =
        x i i * a i ^ 2 + if i = r then x i i * (2 * a i + 1) else 0 := by
      intro i
      split_ifs <;> ring
    rw [Finset.sum_congr rfl fun i _ => h i, Finset.sum_add_distrib]
    simp
  linarith

/-- The energy needed to add one quantum of mode `r` to an arbitrary vibrational state `n`. -/
theorem one_quantum_step (ω : ι → ℝ) {x : ι → ι → ℝ} (hx : ∀ r s, x r s = x s r)
    (n : ι → ℕ) (r : ι) :
    termEnergy ω x (n + Pi.single r 1) - termEnergy ω x n =
      ω r + x r r * (2 * n r + 2) + ∑ s with s ≠ r, x r s * ((n s : ℝ) + 1 / 2) := by
  have hc : ∀ i, (((n + Pi.single r 1 : ι → ℕ) i : ℕ) : ℝ) + 1 / 2 =
      ((n i : ℝ) + 1 / 2) + if i = r then 1 else 0 := by
    intro i
    by_cases h : i = r
    · rw [if_pos h, h, Pi.add_apply, Pi.single_eq_same]
      push_cast
      ring
    · simp [h]
  have hp := pair_step hx (fun i => (n i : ℝ) + 1 / 2) r
  have hw := linear_step ω (fun i => (n i : ℝ) + 1 / 2) r
  try beta_reduce at hp
  try beta_reduce at hw
  have hs : ∑ s, x r s * ((n s : ℝ) + 1 / 2) = x r r * ((n r : ℝ) + 1 / 2) +
      ∑ s with s ≠ r, x r s * ((n s : ℝ) + 1 / 2) := by
    rw [Finset.filter_ne']
    exact (Finset.add_sum_erase Finset.univ
      (fun s => x r s * ((n s : ℝ) + 1 / 2)) (Finset.mem_univ r)).symm
  unfold termEnergy
  simp only [hc]
  linarith

/-- A hot band that adds one quantum of mode `r` to the state `n` is displaced from the
fundamental by `2 x_rr n_r` plus the sum of `x_rs n_s` over the other modes. -/
theorem hot_band (ω : ι → ℝ) {x : ι → ι → ℝ} (hx : ∀ r s, x r s = x s r)
    (n : ι → ℕ) (r : ι) :
    termEnergy ω x (n + Pi.single r 1) - termEnergy ω x n =
      excitation ω x (Pi.single r 1) + 2 * x r r * n r + ∑ s with s ≠ r, x r s * (n s : ℝ) := by
  have h := one_quantum_step ω hx n r
  have h0 := one_quantum_step ω hx 0 r
  simp only [zero_add, Pi.zero_apply, Nat.cast_zero, mul_zero] at h0
  simp only [mul_add, Finset.sum_add_distrib] at h
  unfold excitation
  linarith

/-- The fundamentals, first overtones and binary combination bands of an anharmonic molecule,
in terms of its harmonic wavenumbers and symmetric anharmonicity constants. -/
theorem anharmonic_bands (ω : ι → ℝ) {x : ι → ι → ℝ} (hx : ∀ r s, x r s = x s r) :
    (∀ r, excitation ω x (Pi.single r 1) =
      ω r + 2 * x r r + 1 / 2 * ∑ s with s ≠ r, x r s) ∧
    (∀ r, excitation ω x (Pi.single r 2) =
      2 * excitation ω x (Pi.single r 1) + 2 * x r r) ∧
    (∀ r s, r ≠ s → excitation ω x (Pi.single r 1 + Pi.single s 1) =
      excitation ω x (Pi.single r 1) + excitation ω x (Pi.single s 1) + x r s) := by
  refine ⟨fun r => ?_, fun r => ?_, fun r s hrs => ?_⟩
  · -- one quantum added to the ground state
    have h := one_quantum_step ω hx 0 r
    simp only [zero_add, Pi.zero_apply, Nat.cast_zero, mul_zero, ← Finset.sum_mul] at h
    unfold excitation
    linarith
  · -- a second quantum added to the same mode
    have e : (Pi.single r 2 : ι → ℕ) = Pi.single r 1 + Pi.single r 1 := by
      ext i
      by_cases h : i = r <;> simp [h]
    have h := hot_band ω hx (Pi.single r 1) r
    have h0 : ∑ s with s ≠ r, x r s * (((Pi.single r 1 : ι → ℕ) s : ℕ) : ℝ) = 0 := by
      refine Finset.sum_eq_zero fun s hs => ?_
      have hne : s ≠ r := (Finset.mem_filter.mp hs).2
      simp [hne]
    have h1 : (((Pi.single r 1 : ι → ℕ) r : ℕ) : ℝ) = 1 := by simp
    rw [h0, h1] at h
    rw [e]
    unfold excitation at *
    linarith
  · -- a quantum of `r` added to a state with one quantum of `s`
    have h := hot_band ω hx (Pi.single s 1) r
    have h0 : ∑ t with t ≠ r, x r t * (((Pi.single s 1 : ι → ℕ) t : ℕ) : ℝ) = x r s := by
      rw [Finset.sum_eq_single s]
      · simp
      · intro t _ ht
        simp [ht]
      · intro hn
        exact absurd (Finset.mem_filter.mpr ⟨Finset.mem_univ s, hrs.symm⟩) hn
    have h1 : (((Pi.single s 1 : ι → ℕ) r : ℕ) : ℝ) = 0 := by
      simp [hrs]
    rw [h0, h1] at h
    rw [add_comm (Pi.single r 1 : ι → ℕ) (Pi.single s 1)]
    unfold excitation at *
    linarith

/-- Two sets of harmonic wavenumbers and symmetric anharmonicity constants that give the same
fundamentals, first overtones and binary combination bands are equal. -/
theorem constants_determined {ω ω' : ι → ℝ} {x x' : ι → ι → ℝ}
    (hx : ∀ r s, x r s = x s r) (hx' : ∀ r s, x' r s = x' s r)
    (hfund : ∀ r, excitation ω x (Pi.single r 1) = excitation ω' x' (Pi.single r 1))
    (hover : ∀ r, excitation ω x (Pi.single r 2) = excitation ω' x' (Pi.single r 2))
    (hcomb : ∀ r s, r ≠ s → excitation ω x (Pi.single r 1 + Pi.single s 1) =
      excitation ω' x' (Pi.single r 1 + Pi.single s 1)) :
    ω = ω' ∧ x = x' := by
  obtain ⟨f, o, c⟩ := anharmonic_bands ω hx
  obtain ⟨f', o', c'⟩ := anharmonic_bands ω' hx'
  -- overtones fix the diagonal constants, combinations the others
  have hxx : x = x' := by
    funext r s
    by_cases h : r = s
    · subst h
      linarith [o r, o' r, hfund r, hover r]
    · linarith [c r s h, c' r s h, hfund r, hfund s, hcomb r s h]
  subst hxx
  refine ⟨?_, rfl⟩
  funext r
  linarith [f r, f' r, hfund r]

end

end VibrationalAnharmonicity
```

```lean
#print axioms VibrationalAnharmonicity.constants_determined
```

```
'VibrationalAnharmonicity.constants_determined' depends on axioms: [propext, Classical.choice, Quot.sound]
```

### What the theorems say about a molecule

The modes are the elements of a finite type `ι` with a linear order. The order carries no physics: it only lets `∑ s with r ≤ s` count each pair once. A vibrational state is a function `n : ι → ℕ`, the ground state is `0`, and `Pi.single r 1` is the state called $e_r$ above. `termEnergy` is the formula for $E(n)$, and `excitation` is $E(n)-E(0)$. The constants are real numbers in any common unit, such as wavenumbers.

`anharmonic_bands` has one hypothesis, `hx`, the symmetry of `x`. Physically, $x_{rs}$ describes the coupling of a pair of modes, and a pair has no first and second member. The conclusion has three parts:

- For every mode, the fundamental has the stated expression in `ω` and `x`.
- For every mode, the state with two quanta lies at twice the fundamental plus $2x_{rr}$.
- For every two different modes, the state with one quantum in each lies at the sum of the fundamentals plus $x_{rs}$.

With a single mode the sum over other modes is empty, the fundamental is $\omega+2x$, and there are no combinations. The sign convention is that $x$ enters the energy with a plus sign, so a diatomic molecule whose level spacing shrinks has a negative $x$.

`constants_determined` takes two sets of constants, both symmetric, that agree on all fundamentals, first overtones and binary combinations. It concludes that `ω = ω'` and `x = x'`. This is uniqueness for exact, correctly assigned band positions; experimental error and the quality of a fit do not enter.

The quadratic term formula is taken as given and not derived from a potential energy surface. It treats every mode as non-degenerate and omits rotation, Fermi resonances and higher powers of the quantum numbers. A constant added to all levels would cancel in every excitation energy. Intensities and selection rules are absent too, so a "band" here is an energy difference, whether or not it can be observed.

In non-resonant second-order vibrational perturbation theory (VPT2), where the levels of a molecule without degenerate modes have this form up to an additive constant, the formulas turn harmonic wavenumbers and anharmonicity constants computed from an electronic-structure force field into band positions. They can also serve to check a program's output for such a model.

### How the proof follows the calculation

`linear_step` says that raising one variable by one changes a linear form by one coefficient. The indicator `if i = r then 1 else 0` plays the part of $\delta_{ir}$.

`pair_sum` removes the restriction $r\le s$. Its step `hswap` exchanges the summation indices and uses symmetry to equate the two triangles. The step `hadd` adds them, with `lt_trichotomy` separating the cases $r<s$, $r=s$ and $r>s$; only the middle case is counted twice.

`pair_step` computes the change of the pair sum. In `hD` the double sum is treated as a linear form twice, first in the inner variable (`hrow`) and then in the outer one. The row and the column contributions are equal by `hcol`, which again uses symmetry. `hT` is the change of the diagonal squares, and `linarith` takes half of the total.

`one_quantum_step` translates this back to occupation numbers. Its `hc` states that one more quantum raises $n_i+\tfrac12$ by $\delta_{ir}$, and `hs` separates the term $s=r$ from the others. `hot_band` is the difference between this result at `n` and at `0`.

The three parts of `anharmonic_bands` follow the three starting states: `0`, `Pi.single r 1` and `Pi.single s 1`. In the last two, `h0` evaluates the sum over the other modes, which is zero for the overtone and $x_{rs}$ for the combination. The proof of `constants_determined` then solves the linear relations in the order described above: diagonal constants from overtones, off-diagonal ones from combinations, and finally the harmonic wavenumbers from the fundamentals.

### Two modes with unsymmetric constants

Without symmetry the formulas fail already for two modes, ordered $1<2$. Take $\omega_1=\omega_2=0$, $x_{12}=1$, and $x_{11}=x_{22}=x_{21}=0$. The energy contains only the pair $r=1$, $s=2$, so

$$E(n)=\left(n_1+\tfrac12\right)\left(n_2+\tfrac12\right).$$

The fundamental of mode 2 is $\tfrac34-\tfrac14=\tfrac12$, whereas the formula would give $\tfrac12x_{21}=0$. Zero harmonic wavenumbers do not belong to a real molecule and only keep the example short: positive ones would add $\omega_2$ to both values and leave the discrepancy unchanged. Uniqueness fails as well, because $x_{21}$ never enters the energy and can be changed without moving any level.

### Levels with any number of quanta

Adding quanta one at a time and summing the hot-band expression gives every excitation energy of the model:

$$E(n)-E(0)=\sum_r n_r\nu_r+\sum_r n_r(n_r-1)x_{rr}+\sum_{r<s}n_rn_sx_{rs}.$$

This expression is a by-hand extension and is not among the theorems in the file. With $v$ quanta in mode $r$ alone it becomes $v\nu_r+v(v-1)x_{rr}$, which for $v=2$ is the first overtone again.
